# For b > 0, a one-loop coupling with positive bare value stays positive up to the cutoff and grows there at least as fast as bα²

The one-loop coupling with bare value a at the cutoff L is α(t) = a / (1 + ba(L − t)), where t = ln(μ/m) is the logarithm of the scale. The lemma says that, for b > 0 and a > 0, this coupling is positive for every t from 0 to L and has there a derivative, taken within that interval, of at least bα². The attempt first shows that the denominator is positive, which gives the positivity of α. It then differentiates the quotient and tries to show that the derivative is exactly bα², so that the required inequality holds as an equality.

As first written in Lean, the proof fails:

```lean
import Mathlib

open Set Filter Topology

namespace FromCutoffScreenedFlow

noncomputable section

/-- A coupling `α`, as a function of `t = ln (μ/m)`, that is positive and differentiable from
`t = 0` up to the cutoff `t = L` and grows there at least as fast as `b α²`. -/
structure ScreenedFlow (b L : ℝ) (α : ℝ → ℝ) : Prop where
  pos : ∀ t ∈ Icc 0 L, 0 < α t
  flow : ∀ t ∈ Icc 0 L, ∃ β, HasDerivWithinAt α β (Icc 0 L) t ∧ b * α t ^ 2 ≤ β

/-- The one-loop coupling at scale `t` in terms of its bare value `a` at the cutoff `L`, for
`1 + b a (L - t) > 0`. -/
def fromCutoff (b L a t : ℝ) : ℝ := a / (1 + b * a * (L - t))

/-- For `b > 0` and every bare value `a > 0`, the one-loop coupling fixed at the cutoff is a
screened flow. -/
theorem fromCutoff_screenedFlow {b L a : ℝ} (hb : 0 < b) (ha : 0 < a) :
    ScreenedFlow b L (fromCutoff b L a) := by
  have hden : ∀ t ∈ Icc 0 L, 0 < 1 + b * a * (L - t) := by
    intro t ht
    have := mul_nonneg (mul_pos hb ha).le (sub_nonneg.2 ht.2)
    linarith
  refine ⟨fun t ht => div_pos ha (hden t ht), fun t ht => ?_⟩
  have h1 : HasDerivAt (fun u : ℝ => 1 + b * a * (L - u)) (b * a * (-1)) t :=
    (((hasDerivAt_id t).const_sub L).const_mul (b * a)).const_add 1
  have h2 : HasDerivAt (fromCutoff b L a) (b * fromCutoff b L a t ^ 2) t := by
    refine ((hasDerivAt_const t a).fun_div h1 (hden t ht).ne').congr_deriv ?_
    simp only [fromCutoff]
    ring
  exact ⟨_, h2.hasDerivWithinAt, le_rfl⟩

end

end FromCutoffScreenedFlow
```

Lean reports:

```
Try this:
  [apply] ring_nf
  
  The `ring` tactic failed to close the goal. Use `ring_nf` to obtain a normal form.
    
  Note that `ring` works primarily in *commutative* rings. If you have a noncommutative ring, abelian group or module, consider using `noncomm_ring`, `abel` or `module` instead.
Main.lean:30:76: error: unsolved goals
b L a : ℝ
hb : 0 < b
ha : 0 < a
hden : ∀ t ∈ Icc 0 L, 0 < 1 + b * a * (L - t)
t : ℝ
ht : t ∈ Icc 0 L
h1 : HasDerivAt (fun u => 1 + b * a * (L - u)) (b * a * -1) t
⊢ b * a ^ 2 *
      (1 + b * a * L * 2 - b * a * t * 2 - b ^ 2 * a ^ 2 * L * t * 2 + b ^ 2 * a ^ 2 * L ^ 2 +
          b ^ 2 * a ^ 2 * t ^ 2)⁻¹ =
    b * a ^ 2 * (1 + b * a * L - b * a * t)⁻¹ ^ 2
```

Diagnosis. The error is an unsolved goal in the proof of `h2`: `ring` could not show that the derivative given by the quotient rule equals bα². The "Try this" message only reports that `ring` fell back on `ring_nf`; the goal shown is what was left.

The two sides are equal, but their denominators were normalised differently. Write D for 1 + ba(L − t). The quotient rule puts D² under the fraction, and `ring` multiplied that square out before inverting it. On the right, where the whole fraction a/D is squared, it kept the inverse of D and squared that. It did not recognise the inverse of the expanded square as the square of the inverse.

The repair takes the denominators out of `ring`'s hands. `div_pow` turns (a/D)² into a²/D², and `← mul_div_assoc` moves the factor b into the numerator. Both sides are now fractions over the same D², so `congr 1` leaves only the equality of the numerators. That has no division in it, and the final `ring` proves it.

After these edits no error is left:

```diff
@@ -31,4 +31,6 @@
     refine ((hasDerivAt_const t a).fun_div h1 (hden t ht).ne').congr_deriv ?_
     simp only [fromCutoff]
+    rw [div_pow, ← mul_div_assoc]
+    congr 1
     ring
   exact ⟨_, h2.hasDerivWithinAt, le_rfl⟩
```
